# Self-trapping in a one-electron Holstein dimer with a classical lattice: the threshold exchange fraction

An extra electron is shared by two equivalent sites. Hopping favours equal sharing, but the surrounding lattice can distort around one site and hold the charge there. In hybrid-functional calculations, whether such a charge localises can depend on the fraction $a$ of exact exchange. In a simple model, with one electron on two sites, a classical lattice and a self-repulsion that falls linearly with $a$, the value of $a$ above which the lowest-energy state has unequal site charges can be computed exactly.

Let the site populations be $(1\pm z)/2$, so that $z\in[-1,1]$ is the charge imbalance, and let $u$ be the distortion that favours one site over the other.

```lean
import Mathlib

open Set

namespace HolsteinDimer

noncomputable section
```

These lines load the mathematical library Mathlib and open a namespace for the names below. `open Set` allows the closed interval $[-1,1]$ to be written `Icc (-1 : ℝ) 1`.

## The energy and its minimizers

```lean
/-- Energy of the Holstein dimer with hopping `t`, spring constant `k`, electron-lattice
coupling `l` and self-interaction strength `C`, at charge imbalance `z` in [-1,1] and
lattice distortion `u`. -/
def energy (t k l C z u : ℝ) : ℝ :=
  -t * √(1 - z ^ 2) + k * u ^ 2 / 2 - l * u * z + C * z ^ 2 / 4
```

This is
$$E(z,u)=-t\sqrt{1-z^2}+\tfrac12ku^2-luz+\tfrac14Cz^2 .$$
Real, non-negative amplitudes $c_1,c_2$ with $c_1^2+c_2^2=1$ have hopping energy $-2tc_1c_2=-t\sqrt{1-z^2}$. The next two terms are the elastic energy and the electron-lattice coupling. The last is the electron's spurious repulsion with itself, $\tfrac C2(n_1^2+n_2^2)$, without its constant $C/4$. For $C>0$ it favours spreading the charge.

```lean
/-- The effective attraction `W = l²/k - C/2`, for `k ≠ 0`. -/
def coupling (k l C : ℝ) : ℝ := l ^ 2 / k - C / 2
```

The effective attraction is $W=l^2/k-C/2$. Half of it, $W/2=l^2/(2k)-C/4$, is the energy gained from the lattice when the charge localises fully ($z=\pm1$), less what self-repulsion then costs.

```lean
/-- The pair `(z, u)` minimizes the energy over all imbalances in [-1,1] and all real
distortions. -/
def IsGroundState (t k l C z u : ℝ) : Prop :=
  z ∈ Icc (-1 : ℝ) 1 ∧
    ∀ z' ∈ Icc (-1 : ℝ) 1, ∀ u' : ℝ, energy t k l C z u ≤ energy t k l C z' u'
```

`IsGroundState` is a proposition about a pair $(z,u)$: the imbalance lies in $[-1,1]$, and no allowed pair has lower energy. It therefore means a global minimizer of $E$. In the full Holstein model the lattice coordinate is quantum mechanical; here it is a number without kinetic energy, so the two mirror-image trapped states do not tunnel into each other.

## Completing the squares

```lean
variable {t k l C z u : ℝ}

/-- The energy is an elastic square, centred at the distortion `l z / k`, plus an electronic
energy that depends on the imbalance only. -/
theorem energy_eq_elastic_add (hk : k ≠ 0) :
    energy t k l C z u =
      k / 2 * (u - l * z / k) ^ 2 - t * √(1 - z ^ 2) - coupling k l C / 2 * z ^ 2 := by
  unfold energy coupling
  generalize √(1 - z ^ 2) = s
  field_simp
  ring
```

A Lean theorem lists its hypotheses in brackets, then the statement after a colon, then the proof after `:= by`. Here the hypothesis is $k\neq0$. By hand,
$$\tfrac12ku^2-luz=\tfrac k2\Big(u-\frac{lz}k\Big)^2-\frac{l^2z^2}{2k},$$
and the remaining $z^2$ terms add up to $-\tfrac W2z^2$. In the proof, `field_simp` clears the denominators and `ring` checks the algebra.

```lean
/-- The energy measured from `-t`, written with the bond order `√(1 - z²)`. -/
theorem energy_add_hopping (hk : k ≠ 0) (hz : z ∈ Icc (-1 : ℝ) 1) :
    energy t k l C z u + t = k / 2 * (u - l * z / k) ^ 2 +
      (1 - √(1 - z ^ 2)) * (t - coupling k l C * (1 + √(1 - z ^ 2)) / 2) := by
  have hs : √(1 - z ^ 2) ^ 2 = 1 - z ^ 2 := Real.sq_sqrt (by nlinarith [hz.1, hz.2])
  rw [energy_eq_elastic_add hk]
  linear_combination (-(coupling k l C / 2)) * hs
```

Write $s=\sqrt{1-z^2}=2c_1c_2$. The Lean comments call this the bond order; it is scaled to be 1 at equal sharing, twice the usual one-electron value $c_1c_2$. Since $z^2=(1-s)(1+s)$,
$$E+t=\tfrac k2\Big(u-\frac{lz}k\Big)^2+(1-s)\Big(t-\tfrac W2(1+s)\Big).$$
The fact `hs` is $s^2=1-z^2$, which needs $z\in[-1,1]$; `linear_combination` uses a multiple of it to close the identity.

```lean
/-- For `W ≠ 0` the energy is a constant plus multiples of two squares, one in the distortion and
one in the bond order, the latter centred at `t / W`. -/
theorem energy_eq_squares (hk : k ≠ 0) (hW : coupling k l C ≠ 0)
    (hz : z ∈ Icc (-1 : ℝ) 1) :
    energy t k l C z u = k / 2 * (u - l * z / k) ^ 2 +
      coupling k l C / 2 * (√(1 - z ^ 2) - t / coupling k l C) ^ 2 +
      (-t - (coupling k l C - t) ^ 2 / (2 * coupling k l C)) := by
  have hs : √(1 - z ^ 2) ^ 2 = 1 - z ^ 2 := Real.sq_sqrt (by nlinarith [hz.1, hz.2])
  rw [energy_eq_elastic_add hk]
  generalize coupling k l C = W at *
  generalize √(1 - z ^ 2) = s at *
  have h : W / 2 * (s - t / W) ^ 2 + (-t - (W - t) ^ 2 / (2 * W)) =
      W / 2 * s ^ 2 - t * s - W / 2 := by
    field_simp
    ring
  linear_combination (-(W / 2)) * hs - h
```

For $W\neq0$ the electronic part can also be completed to a square:
$$-ts-\tfrac W2(1-s^2)=\tfrac W2\Big(s-\frac tW\Big)^2-\frac{t^2+W^2}{2W},$$
and the last term equals $-t-(W-t)^2/(2W)$. The intermediate fact `h` is this rearrangement.

## Weak attraction: equal sharing

```lean
/-- For `W ≤ t` the only ground state is the symmetric, undistorted dimer. -/
theorem isGroundState_iff_of_le (ht : 0 < t) (hk : 0 < k) (hW : coupling k l C ≤ t) :
    IsGroundState t k l C z u ↔ z = 0 ∧ u = 0 := by
  have h0 : energy t k l C 0 0 = -t := by simp [energy]
  constructor
  · rintro ⟨hz, hmin⟩
    have hle := hmin 0 (by norm_num) 0
    have hE := energy_add_hopping (t := t) (l := l) (C := C) (u := u) hk.ne' hz
    have hs : √(1 - z ^ 2) ^ 2 = 1 - z ^ 2 := Real.sq_sqrt (by nlinarith [hz.1, hz.2])
    have hs0 := Real.sqrt_nonneg (1 - z ^ 2)
    have hel : 0 ≤ k / 2 * (u - l * z / k) ^ 2 := by positivity
    -- a bond order below one would cost energy
    have hs1 : 1 ≤ √(1 - z ^ 2) := by
      by_contra hlt
      have hlt' : 0 < 1 - √(1 - z ^ 2) := by linarith [not_le.mp hlt]
      have hf : 0 < t - coupling k l C * (1 + √(1 - z ^ 2)) / 2 := by
        nlinarith [mul_nonneg (sub_nonneg.mpr hW) (by linarith : 0 ≤ 1 + √(1 - z ^ 2)),
          mul_pos ht hlt']
      linarith [mul_pos hlt' hf]
    have hz0 : z = 0 := by
      have : z ^ 2 = 0 := le_antisymm (by nlinarith) (sq_nonneg z)
      exact pow_eq_zero_iff two_ne_zero |>.mp this
    subst hz0
    refine ⟨rfl, ?_⟩
    have hu : k * u ^ 2 ≤ 0 := by
      have : energy t k l C 0 u = -t + k * u ^ 2 / 2 := by simp [energy]
      linarith
    have : u ^ 2 = 0 := le_antisymm (by nlinarith [sq_nonneg u]) (sq_nonneg u)
    exact pow_eq_zero_iff two_ne_zero |>.mp this
  · rintro ⟨rfl, rfl⟩
    refine ⟨by norm_num, fun z' hz' u' => ?_⟩
    have hE := energy_add_hopping (t := t) (l := l) (C := C) (u := u') hk.ne' hz'
    have hs0 := Real.sqrt_nonneg (1 - z' ^ 2)
    have hs1 : √(1 - z' ^ 2) ≤ 1 := Real.sqrt_le_one.mpr (by nlinarith [sq_nonneg z'])
    have hel : 0 ≤ k / 2 * (u' - l * z' / k) ^ 2 := by positivity
    have hf : 0 ≤ t - coupling k l C * (1 + √(1 - z' ^ 2)) / 2 := by
      nlinarith [mul_nonneg (sub_nonneg.mpr hW) (by linarith : 0 ≤ 1 + √(1 - z' ^ 2)),
        mul_nonneg ht.le (sub_nonneg.mpr hs1)]
    linarith [mul_nonneg (sub_nonneg.mpr hs1) hf]
```

For $t,k>0$ and $W\le t$, a pair is a ground state if and only if (`↔`) $z=0$ and $u=0$. The key is the splitting
$$t-\tfrac W2(1+s)=\tfrac12(t-W)(1+s)+\tfrac12t(1-s).$$
Both terms are non-negative, so $E\ge-t$, and this value is reached at $z=u=0$. That proves the second half of the Lean argument.

For the first half, a minimizer has $E\le E(0,0)=-t$. If $s<1$, the splitting is strictly positive and $E>-t$, a contradiction. Hence $s=1$ and $z=0$. What remains is $E=-t+\tfrac12ku^2$, which forces $u=0$. The tactic `nlinarith` obtains the sign of the bracket from the two products in the splitting.

## Strong attraction: unequal charges

```lean
/-- For `W > t`, a dimer with `z² = 1 - t²/W²` and distortion `l z / k` has an energy
`(W - t)² / (2 W)` below `-t`. -/
theorem energy_trapped (ht : 0 < t) (hk : 0 < k) (hW : t < coupling k l C)
    (hz : z ^ 2 = 1 - t ^ 2 / coupling k l C ^ 2) :
    energy t k l C z (l * z / k) =
      -t - (coupling k l C - t) ^ 2 / (2 * coupling k l C) := by
  have hW0 : 0 < coupling k l C := ht.trans hW
  have hq : 1 - z ^ 2 = (t / coupling k l C) ^ 2 := by rw [hz, div_pow]; ring
  have hz1 : z ∈ Icc (-1 : ℝ) 1 := by
    have := sq_nonneg (t / coupling k l C)
    constructor <;> nlinarith
  rw [energy_eq_squares hk.ne' hW0.ne' hz1, hq, Real.sqrt_sq (div_pos ht hW0).le]
  ring
```

Let $W>t>0$ and $k>0$. If $z^2=1-t^2/W^2$, then $s=t/W$, and the choice $u=lz/k$ makes the elastic square vanish too. The energy is then
$$E=-t-\frac{(W-t)^2}{2W},$$
which lies below the symmetric value $-t$.

```lean
/-- For `W > t` the ground states are exactly the dimers with `z² = 1 - t²/W²` and
distortion `l z / k`. -/
theorem isGroundState_iff_of_lt (ht : 0 < t) (hk : 0 < k) (hW : t < coupling k l C) :
    IsGroundState t k l C z u ↔
      z ^ 2 = 1 - t ^ 2 / coupling k l C ^ 2 ∧ u = l * z / k := by
  have hW0 : 0 < coupling k l C := ht.trans hW
  have hr : t ^ 2 / coupling k l C ^ 2 ≤ 1 := by
    rw [div_le_one (by positivity)]
    nlinarith
  constructor
  · rintro ⟨hz, hmin⟩
    -- compare with an explicit trapped state
    have hz0 := Real.sq_sqrt (sub_nonneg.mpr hr)
    have hmem : √(1 - t ^ 2 / coupling k l C ^ 2) ∈ Icc (-1 : ℝ) 1 := by
      have : 0 ≤ t ^ 2 / coupling k l C ^ 2 := by positivity
      constructor <;> nlinarith
    have hle := hmin _ hmem (l * √(1 - t ^ 2 / coupling k l C ^ 2) / k)
    rw [energy_trapped ht hk hW hz0, energy_eq_squares hk.ne' hW0.ne' hz] at hle
    have h1 : 0 ≤ k / 2 * (u - l * z / k) ^ 2 := by positivity
    have h2 : 0 ≤ coupling k l C / 2 * (√(1 - z ^ 2) - t / coupling k l C) ^ 2 := by
      positivity
    -- both squares must vanish
    have e1 : (u - l * z / k) ^ 2 = 0 :=
      (mul_eq_zero.mp (by linarith : k / 2 * (u - l * z / k) ^ 2 = 0)).resolve_left
        (by positivity)
    have e2 : (√(1 - z ^ 2) - t / coupling k l C) ^ 2 = 0 :=
      (mul_eq_zero.mp (by linarith : coupling k l C / 2 *
        (√(1 - z ^ 2) - t / coupling k l C) ^ 2 = 0)).resolve_left (by positivity)
    have hs : √(1 - z ^ 2) ^ 2 = 1 - z ^ 2 := Real.sq_sqrt (by nlinarith [hz.1, hz.2])
    rw [sub_eq_zero.mp (pow_eq_zero_iff two_ne_zero |>.mp e2), div_pow] at hs
    exact ⟨by linarith, sub_eq_zero.mp (pow_eq_zero_iff two_ne_zero |>.mp e1)⟩
  · rintro ⟨hz, rfl⟩
    have : 0 ≤ t ^ 2 / coupling k l C ^ 2 := by positivity
    refine ⟨by constructor <;> nlinarith, fun z' hz' u' => ?_⟩
    rw [energy_trapped ht hk hW hz, energy_eq_squares hk.ne' hW0.ne' hz']
    have h1 : 0 ≤ k / 2 * (u' - l * z' / k) ^ 2 := by positivity
    have h2 : 0 ≤ coupling k l C / 2 * (√(1 - z' ^ 2) - t / coupling k l C) ^ 2 := by
      positivity
    linarith
```

These points are exactly the ground states. Both squares now have positive coefficients, so no energy is lower than this value. Conversely, a minimizer cannot lie above the trapped state, so both squares vanish: $u=lz/k$ and $s=t/W$. Squaring the latter gives $z^2=1-t^2/W^2$. In Lean, `hle` is the comparison with an explicit trapped state, and `e1` and `e2` say that the squares are zero.

## The threshold in the exchange fraction

```lean
/-- With self-interaction `C0 (1 - a)` at exchange fraction `a`, a ground state exists, and
any ground state has unequal site charges exactly when `a > 1 - 2 (l²/k - t) / C0`. -/
theorem selfTrapping_threshold {C0 a : ℝ} (ht : 0 < t) (hk : 0 < k) (hC : 0 < C0) :
    (∃ z u, IsGroundState t k l (C0 * (1 - a)) z u) ∧
      ∀ z u, IsGroundState t k l (C0 * (1 - a)) z u →
        (z ≠ 0 ↔ 1 - 2 * (l ^ 2 / k - t) / C0 < a) := by
  have hiff : 1 - 2 * (l ^ 2 / k - t) / C0 < a ↔ t < coupling k l (C0 * (1 - a)) := by
    unfold coupling
    rw [sub_lt_comm, lt_div_iff₀ hC]
    constructor <;> intro h <;> linarith
  rw [hiff]
  rcases le_or_gt (coupling k l (C0 * (1 - a))) t with hW | hW
  · refine ⟨⟨0, 0, (isGroundState_iff_of_le ht hk hW).mpr ⟨rfl, rfl⟩⟩, fun z u h => ?_⟩
    have hz := ((isGroundState_iff_of_le ht hk hW).mp h).1
    exact ⟨fun hne => absurd hz hne, fun hlt => absurd hlt (not_lt_of_ge hW)⟩
  · have hW0 := ht.trans hW
    have hr : t ^ 2 / coupling k l (C0 * (1 - a)) ^ 2 < 1 := by
      rw [div_lt_one (by positivity)]
      nlinarith
    refine ⟨⟨_, _, (isGroundState_iff_of_lt ht hk hW).mpr
      ⟨Real.sq_sqrt (sub_nonneg.mpr hr.le), rfl⟩⟩, fun z u h => ⟨fun _ => hW, ?_⟩⟩
    rintro - rfl
    have hz := ((isGroundState_iff_of_lt ht hk hW).mp h).1
    norm_num at hz
    linarith

end

end HolsteinDimer
```

Now set $C=C_0(1-a)$, with $t,k>0$ as before. The constant $C_0>0$ stands for the self-repulsion left by a functional without exact exchange; its linear reduction with $a$ is assumed, with full cancellation at $a=1$. The theorem says that a ground state exists and that every ground state has $z\neq0$ exactly when
$$a>1-\frac{2(l^2/k-t)}{C_0}.$$
At equality the charges are still equal. The theorem does not restrict $a$ to $[0,1]$, and the threshold may fall outside that range.

By hand, $W>t$ means $\tfrac12C_0(1-a)<l^2/k-t$, and solving for $a$ gives the inequality; this is `hiff`. The proof then splits into $W\le t$ and $W>t$ with `rcases`. Each case takes an explicit minimizer from the corresponding classification. In the second case $t^2/W^2<1$, so $z=0$ is impossible.

## Amplitudes as variables, and the starting geometry

The model could also take real amplitudes $c_1,c_2$ of either sign as variables, with $z=c_1^2-c_2^2$ and hopping energy $-2tc_1c_2$. The square root would then not be part of the definition: for $t>0$ it would come from choosing the relative sign with the lower energy. Each minimizer would appear twice, because $(c_1,c_2)$ and $(-c_1,-c_2)$ describe the same state.

In a calculation, the starting geometry matters. Differentiating $E$ by hand shows that $z=u=0$ is stationary for every $a$, so a relaxation started with full symmetry can stay there even above the threshold. A search for a trapped charge can instead start from a distorted structure or an unequal density, and compare the relaxed energy with that of the symmetric solution. In this dimer the gain above the threshold is $(W-t)^2/(2W)$.

```lean
#print axioms HolsteinDimer.selfTrapping_threshold
```

```
'HolsteinDimer.selfTrapping_threshold' depends on axioms: [propext, Classical.choice, Quot.sound]
```
